# Raman-weighted mean and variance of the squared frequencies in a perturbed harmonic lattice

After diagonalising a perturbed dynamical matrix, one projects each new normal mode on the Raman-active displacement pattern $g$ and plots the squared overlaps against the squared frequencies. The centre and spread of that plot can be computed without the diagonalisation, from the unperturbed squared frequency of $g$ and the single matrix-vector product $Vg$, where $V$ is the perturbation. Comparing the two tests the eigenvectors and the projection in a harmonic lattice calculation with finitely many modes.

This holds when $g$ is a normal mode of the unperturbed matrix $D_0$, with $D_0g=\omega_0^2g$. The weights stand for Raman intensities when, for the chosen polarisations, the derivative of the polarisability with respect to the mass-weighted displacements points along $g$ and the perturbation leaves it unchanged. Thermal and frequency prefactors are left out, as are phonon lifetimes.

## Modes, weights and moments

```lean
import Mathlib

open scoped InnerProductSpace
open Matrix

namespace RamanWeightSumRules

noncomputable section

variable {ι E : Type*} [Fintype ι] [NormedAddCommGroup E] [InnerProductSpace ℝ E]
```

The `variable` line fixes the setting: `E` is the real vector space of mass-weighted displacements, with its inner product, and `ι` is a finite set of mode labels.

```lean
/-- Raman weight of mode `j`: the squared overlap of the mode with the Raman-active
pattern `g`, divided by the squared norm of `g`, for nonzero `g`. -/
def ramanWeight (u : OrthonormalBasis ι ℝ E) (g : E) (j : ι) : ℝ :=
  ⟪u j, g⟫_ℝ ^ 2 / ‖g‖ ^ 2
```

An `OrthonormalBasis ι ℝ E` is a family of orthonormal vectors $u_j$ that spans the space, one for each label $j$. Having finitely many of them makes the space finite-dimensional. The notation `⟪u j, g⟫_ℝ` is the real inner product, so the definition reads

$$w_j=\frac{\langle u_j,g\rangle^2}{\|g\|^2}.$$

```lean
/-- Mean of the squared frequencies `lam j`, weighted by the Raman weights of a nonzero
pattern `g`. -/
def ramanMean (u : OrthonormalBasis ι ℝ E) (lam : ι → ℝ) (g : E) : ℝ :=
  ∑ j, ramanWeight u g j * lam j
```

The function `lam` gives each mode a real number $\lambda_j$, its squared frequency. The weighted mean is $\bar\lambda=\sum_j w_j\lambda_j$. No sign is imposed on $\lambda_j$, so an unstable mode with $\lambda_j<0$ is allowed.

```lean
/-- Variance of the squared frequencies `lam j` about their mean, weighted by the Raman
weights of a nonzero pattern `g`. -/
def ramanVariance (u : OrthonormalBasis ι ℝ E) (lam : ι → ℝ) (g : E) : ℝ :=
  ∑ j, ramanWeight u g j * (lam j - ramanMean u lam g) ^ 2
```

The variance is $\sum_j w_j(\lambda_j-\bar\lambda)^2$. It measures a spread in squared frequency, not in frequency.

## Normal modes of the perturbed matrix

```lean
/-- If the dynamical matrix `D₀` and its perturbation `V` are symmetric on a finite-dimensional real
space, then `D₀ + V` has an orthonormal basis of normal modes. -/
theorem exists_normal_modes [FiniteDimensional ℝ E] {D₀ V : E →ₗ[ℝ] E}
    (hD : D₀.IsSymmetric) (hV : V.IsSymmetric) :
    ∃ (u : OrthonormalBasis (Fin (Module.finrank ℝ E)) ℝ E)
      (lam : Fin (Module.finrank ℝ E) → ℝ), ∀ j, (D₀ + V) (u j) = lam j • u j :=
  ⟨(hD.add hV).eigenvectorBasis rfl, (hD.add hV).eigenvalues rfl,
    fun j => (hD.add hV).apply_eigenvectorBasis rfl j⟩
```

`E →ₗ[ℝ] E` is the type of linear operators on `E`, and `•` multiplies a vector by a number. The theorem says that if $D_0$ and $V$ are symmetric, there are an orthonormal basis $u_j$ and real numbers $\lambda_j$ with

$$(D_0+V)u_j=\lambda_ju_j.$$

By hand: the sum of two symmetric operators is symmetric, and the spectral theorem then supplies the basis. The proof hands over Mathlib's eigenvector basis and eigenvalues for `hD.add hV`, the symmetry of the sum.

The later theorems take such a basis as the hypothesis `hu`. That already makes $D_0+V$ symmetric, so they do not ask for symmetry again. If eigenvalues coincide, any orthonormal choice within the degenerate subspace will do.

## Identities for the overlaps

```lean
/-- For an operator `A` with orthonormal eigenbasis `u`, the amplitude of `A g` on a mode
is the eigenvalue times the amplitude of `g`. -/
theorem mode_amplitude (u : OrthonormalBasis ι ℝ E) {lam : ι → ℝ} {A : E →ₗ[ℝ] E}
    (hu : ∀ j, A (u j) = lam j • u j) (g : E) (j : ι) :
    ⟪u j, A g⟫_ℝ = lam j * ⟪u j, g⟫_ℝ := by
  classical
  calc ⟪u j, A g⟫_ℝ = ⟪u j, A (∑ i, ⟪u i, g⟫_ℝ • u i)⟫_ℝ := by rw [u.sum_repr' g]
    _ = ∑ i, ⟪u i, g⟫_ℝ * (lam i * ⟪u j, u i⟫_ℝ) := by
        simp only [map_sum, map_smul, hu, inner_sum, real_inner_smul_right]
    _ = lam j * ⟪u j, g⟫_ℝ := by
        simp only [orthonormal_iff_ite.mp u.orthonormal, mul_ite, mul_one, mul_zero,
          Finset.sum_ite_eq, Finset.mem_univ, if_true]
        ring
```

Let $A$ be an operator with $Au_j=\lambda_ju_j$. Expand $g=\sum_i\langle u_i,g\rangle u_i$ and apply $A$:

$$\langle u_j,Ag\rangle=\sum_i\langle u_i,g\rangle\lambda_i\langle u_j,u_i\rangle=\lambda_j\langle u_j,g\rangle,$$

since $\langle u_j,u_i\rangle$ is 1 for $i=j$ and 0 otherwise. The `calc` block has the same three stages: expansion, linearity with the eigenvalue equation, and orthonormality.

```lean
/-- The squared overlaps of a pattern with an orthonormal basis of modes add up to its
squared norm. -/
theorem sum_sq_overlap (u : OrthonormalBasis ι ℝ E) (g : E) :
    ∑ j, ⟪u j, g⟫_ℝ ^ 2 = ‖g‖ ^ 2 := by
  rw [← real_inner_self_eq_norm_sq g, ← u.sum_inner_mul_inner g g]
  refine Finset.sum_congr rfl fun j _ => ?_
  rw [real_inner_comm (u j) g]
  ring
```

This is Parseval's identity. Inserting the complete basis gives

$$\|g\|^2=\langle g,g\rangle=\sum_j\langle g,u_j\rangle\langle u_j,g\rangle=\sum_j\langle u_j,g\rangle^2.$$

In Lean, `rw` replaces one side of an equation by the other, `Finset.sum_congr` reduces equality of two sums to equality of their terms, and `ring` finishes the algebra.

```lean
/-- For an operator `A` with orthonormal eigenbasis `u`, the eigenvalues weighted by the squared
overlaps with `g` add up to the inner product of `g` with `A g`. -/
theorem first_moment (u : OrthonormalBasis ι ℝ E) {lam : ι → ℝ} {A : E →ₗ[ℝ] E}
    (hu : ∀ j, A (u j) = lam j • u j) (g : E) :
    ∑ j, ⟪u j, g⟫_ℝ ^ 2 * lam j = ⟪g, A g⟫_ℝ := by
  rw [← u.sum_inner_mul_inner g (A g)]
  refine Finset.sum_congr rfl fun j _ => ?_
  rw [mode_amplitude u hu, real_inner_comm (u j) g]
  ring
```

Inserting the basis between $g$ and $Ag$, and using the amplitude formula, gives the first moment:

$$\langle g,Ag\rangle=\sum_j\langle g,u_j\rangle\langle u_j,Ag\rangle=\sum_j\langle u_j,g\rangle^2\lambda_j.$$

```lean
/-- For an operator `A` with orthonormal eigenbasis `u`, the second moment of the
eigenvalues about any `m`, weighted by squared overlaps, is the squared norm of
`A g - m g`. -/
theorem second_moment (u : OrthonormalBasis ι ℝ E) {lam : ι → ℝ} {A : E →ₗ[ℝ] E}
    (hu : ∀ j, A (u j) = lam j • u j) (g : E) (m : ℝ) :
    ∑ j, ⟪u j, g⟫_ℝ ^ 2 * (lam j - m) ^ 2 = ‖A g - m • g‖ ^ 2 := by
  rw [← sum_sq_overlap u (A g - m • g)]
  refine Finset.sum_congr rfl fun j _ => ?_
  rw [inner_sub_right, real_inner_smul_right, mode_amplitude u hu]
  ring
```

For any real $m$, the vector $Ag-mg$ has amplitude

$$\langle u_j,Ag-mg\rangle=(\lambda_j-m)\langle u_j,g\rangle.$$

Squaring, summing over $j$ and applying Parseval's identity to this vector gives

$$\sum_j\langle u_j,g\rangle^2(\lambda_j-m)^2=\|Ag-mg\|^2.$$

## The sum rules

```lean
/-- Let `g` be a nonzero eigenvector of `D₀` with eigenvalue `ω₀²`, and `u` an orthonormal
eigenbasis of `D₀ + V`. The Raman weights sum to one, the Raman-weighted mean and variance of the
squared frequencies are given by `ω₀²`, `g` and `V g`, and this variance vanishes exactly when `V g`
is a multiple of `g`. -/
theorem raman_sum_rules (u : OrthonormalBasis ι ℝ E) {lam : ι → ℝ} {D₀ V : E →ₗ[ℝ] E}
    {g : E} {ω₀ : ℝ} (hu : ∀ j, (D₀ + V) (u j) = lam j • u j)
    (hg : g ≠ 0) (hD : D₀ g = ω₀ ^ 2 • g) :
    ∑ j, ramanWeight u g j = 1 ∧
    ramanMean u lam g = ω₀ ^ 2 + ⟪g, V g⟫_ℝ / ‖g‖ ^ 2 ∧
    ramanVariance u lam g = ‖V g‖ ^ 2 / ‖g‖ ^ 2 - (⟪g, V g⟫_ℝ / ‖g‖ ^ 2) ^ 2 ∧
    (ramanVariance u lam g = 0 ↔ ∃ c : ℝ, V g = c • g) := by
  have hN : ‖g‖ ^ 2 ≠ 0 := pow_ne_zero 2 (norm_ne_zero_iff.mpr hg)
  have hmean : ramanMean u lam g = ω₀ ^ 2 + ⟪g, V g⟫_ℝ / ‖g‖ ^ 2 := by
    have h : ramanMean u lam g = ⟪g, (D₀ + V) g⟫_ℝ / ‖g‖ ^ 2 := by
      rw [← first_moment u hu g, Finset.sum_div]
      refine Finset.sum_congr rfl fun j _ => ?_
      rw [ramanWeight]
      ring
    rw [h, LinearMap.add_apply, hD, inner_add_right, real_inner_smul_right,
      real_inner_self_eq_norm_sq, add_div, mul_div_cancel_right₀ _ hN]
  obtain ⟨c, hc⟩ : ∃ c : ℝ, c = ⟪g, V g⟫_ℝ / ‖g‖ ^ 2 := ⟨_, rfl⟩
  have hcN : ⟪g, V g⟫_ℝ = c * ‖g‖ ^ 2 := by rw [hc, div_mul_cancel₀ _ hN]
  -- the variance measures the part of `V g` orthogonal to `g`
  have hvar : ramanVariance u lam g = ‖V g - c • g‖ ^ 2 / ‖g‖ ^ 2 := by
    have hv : V g - c • g = (D₀ + V) g - (ω₀ ^ 2 + c) • g := by
      rw [LinearMap.add_apply, hD]
      module
    rw [hv, ← second_moment u hu, Finset.sum_div, ramanVariance, hmean, ← hc]
    refine Finset.sum_congr rfl fun j _ => ?_
    rw [ramanWeight]
    ring
  refine ⟨?_, hmean, ?_, ?_, ?_⟩
  · simp only [ramanWeight]
    rw [← Finset.sum_div, sum_sq_overlap, div_self hN]
  · have hsq : ‖V g - c • g‖ ^ 2 = ‖V g‖ ^ 2 - c ^ 2 * ‖g‖ ^ 2 := by
      rw [norm_sub_sq_real, real_inner_smul_right, real_inner_comm g (V g), hcN,
        norm_smul, mul_pow, Real.norm_eq_abs, sq_abs]
      ring
    rw [hvar, hsq, sub_div, mul_div_cancel_right₀ _ hN, ← hc]
  · intro h
    rw [hvar, div_eq_zero_iff, or_iff_left hN] at h
    exact ⟨c, sub_eq_zero.mp (norm_eq_zero.mp (pow_eq_zero_iff two_ne_zero |>.mp h))⟩
  · rintro ⟨k, hk⟩
    have hck : c = k := by
      rw [hc, hk, real_inner_smul_right, real_inner_self_eq_norm_sq,
        mul_div_cancel_right₀ _ hN]
    rw [hvar, hk, hck, sub_self, norm_zero]
    simp
```

The hypotheses are `hu`, that the $u_j$ are the perturbed normal modes; `hg`, that $g\neq0$; and `hD`, that $g$ is an unperturbed mode with squared frequency $\omega_0^2$. The conclusion has four parts joined by `∧`, meaning "and":

$$\sum_jw_j=1,\qquad \bar\lambda=\omega_0^2+\frac{\langle g,Vg\rangle}{\|g\|^2},$$

$$\sum_jw_j(\lambda_j-\bar\lambda)^2=\frac{\|Vg\|^2}{\|g\|^2}-\left(\frac{\langle g,Vg\rangle}{\|g\|^2}\right)^2,$$

and this variance is zero exactly when $Vg=cg$ for some real $c$. The case $Vg=0$ is included, with $c=0$. No smallness of $V$ is assumed, so the formulas are not truncated perturbation series.

The first part is Parseval's identity divided by $\|g\|^2$. For the mean, set $A=D_0+V$ in the first moment:

$$\bar\lambda=\frac{\langle g,D_0g+Vg\rangle}{\|g\|^2}=\frac{\omega_0^2\|g\|^2+\langle g,Vg\rangle}{\|g\|^2}.$$

This is `hmean`. Now write $c=\langle g,Vg\rangle/\|g\|^2$, so that $\bar\lambda=\omega_0^2+c$. Then

$$(D_0+V)g-\bar\lambda g=\omega_0^2g+Vg-(\omega_0^2+c)g=Vg-cg.$$

The second moment about $m=\bar\lambda$, divided by $\|g\|^2$, is therefore

$$\sum_jw_j(\lambda_j-\bar\lambda)^2=\frac{\|Vg-cg\|^2}{\|g\|^2},$$

which the code calls `hvar`. The vector $Vg-cg$ is the part of $Vg$ orthogonal to $g$. Expanding its norm with $\langle g,Vg\rangle=c\|g\|^2$ gives

$$\|Vg-cg\|^2=\|Vg\|^2-2c\langle g,Vg\rangle+c^2\|g\|^2=\|Vg\|^2-c^2\|g\|^2.$$

This is `hsq`, and division by $\|g\|^2$ yields the stated variance.

For the fourth part, zero variance forces $\|Vg-cg\|=0$, hence $Vg=cg$. Conversely, if $Vg=kg$, then $c=k\|g\|^2/\|g\|^2=k$ and the orthogonal part vanishes. The last two bullets of the proof are these two directions.

## When the spectrum is a single line

```lean
/-- For `D₀ g = ω₀² g` and an orthonormal eigenbasis of `D₀ + V`, one has `V g = c g`
exactly when every mode that overlaps with `g` has squared frequency `ω₀² + c`. -/
theorem single_line_iff (u : OrthonormalBasis ι ℝ E) {lam : ι → ℝ} {D₀ V : E →ₗ[ℝ] E}
    {g : E} {ω₀ : ℝ} (hu : ∀ j, (D₀ + V) (u j) = lam j • u j)
    (hD : D₀ g = ω₀ ^ 2 • g) (c : ℝ) :
    V g = c • g ↔ ∀ j, ⟪u j, g⟫_ℝ ≠ 0 → lam j = ω₀ ^ 2 + c := by
  constructor
  · intro hV j hj
    have h := mode_amplitude u hu g j
    rw [LinearMap.add_apply, hD, hV, ← add_smul, real_inner_smul_right] at h
    exact (mul_right_cancel₀ hj h).symm
  · intro h
    -- every term of the second moment about `ω₀² + c` vanishes
    have h0 : ∑ j, ⟪u j, g⟫_ℝ ^ 2 * (lam j - (ω₀ ^ 2 + c)) ^ 2 = 0 := by
      refine Finset.sum_eq_zero fun j _ => ?_
      by_cases hj : ⟪u j, g⟫_ℝ = 0
      · rw [hj]
        ring
      · rw [h j hj]
        ring
    rw [second_moment u hu] at h0
    have h1 := sub_eq_zero.mp (norm_eq_zero.mp (pow_eq_zero_iff two_ne_zero |>.mp h0))
    rw [LinearMap.add_apply, hD, add_smul] at h1
    exact add_left_cancel h1
```

For a given $c$, the theorem says that $Vg=cg$ holds exactly when every mode with nonzero overlap has $\lambda_j=\omega_0^2+c$. For nonzero $g$ the Raman weight then sits in one line, which several degenerate modes may share.

If $Vg=cg$, then $(D_0+V)g=(\omega_0^2+c)g$, and the amplitude formula gives

$$(\omega_0^2+c)\langle u_j,g\rangle=\lambda_j\langle u_j,g\rangle.$$

A nonzero overlap can be cancelled, which is what `mul_right_cancel₀` does. In the other direction, each term of the second moment about $\omega_0^2+c$ vanishes: either the overlap is zero or the difference $\lambda_j-(\omega_0^2+c)$ is. Hence $\|(D_0+V)g-(\omega_0^2+c)g\|^2=0$, and subtracting $D_0g=\omega_0^2g$ leaves $Vg=cg$.

## A bright mode coupled to a dark one

```lean
/-- Let `u` be an orthonormal eigenbasis of `D₀ + V`. If `V` sends a normalized eigenvector `g` of
`D₀`, with eigenvalue `ω₀²`, to `k` times a normalized pattern `d` orthogonal to it, the squared
frequencies weighted by the Raman weights of `g` have mean `ω₀²` and variance `k²`. -/
theorem bright_dark_coupling (u : OrthonormalBasis ι ℝ E) {lam : ι → ℝ}
    {D₀ V : E →ₗ[ℝ] E} {g d : E} {ω₀ k : ℝ} (hu : ∀ j, (D₀ + V) (u j) = lam j • u j)
    (hD : D₀ g = ω₀ ^ 2 • g) (hg : ‖g‖ = 1) (hd : ‖d‖ = 1) (hgd : ⟪g, d⟫_ℝ = 0)
    (hV : V g = k • d) :
    ramanMean u lam g = ω₀ ^ 2 ∧ ramanVariance u lam g = k ^ 2 := by
  have hg0 : g ≠ 0 := norm_ne_zero_iff.mp (by rw [hg]; exact one_ne_zero)
  obtain ⟨-, hm, hv, -⟩ := raman_sum_rules u hu hg0 hD
  rw [hV, real_inner_smul_right, hgd] at hm hv
  rw [norm_smul, hg, hd, Real.norm_eq_abs, mul_one, sq_abs] at hv
  exact ⟨by rw [hm]; ring, by rw [hv]; ring⟩
```

Here $g$ and $d$ are orthogonal unit vectors and $Vg=kd$. The pattern $d$ is dark because its overlap with $g$ is zero. From the sum rules,

$$\langle g,Vg\rangle=k\langle g,d\rangle=0,\qquad \|Vg\|^2=k^2\|d\|^2=k^2,$$

so the mean stays at $\omega_0^2$ and the variance is $k^2$. The proof substitutes these values into the general theorem. The statement does not require $d$ to be an eigenvector of $D_0$, and no frequency of the dark pattern enters either moment.

```lean
/-- Two modes with squared frequencies `ω₀²` and `ω₁²` and coupling `k`: both matrices are
symmetric, the first mode is a nonzero eigenvector of the unperturbed one, and the coupling
sends it to `k` times the second mode. -/
theorem raman_sum_rules_witness (ω₀ ω₁ k : ℝ) :
    (Matrix.toEuclideanLin !![ω₀ ^ 2, 0; 0, ω₁ ^ 2]).IsSymmetric ∧
    (Matrix.toEuclideanLin !![0, k; k, 0]).IsSymmetric ∧
    (!₂[1, 0] : EuclideanSpace ℝ (Fin 2)) ≠ 0 ∧
    Matrix.toEuclideanLin !![ω₀ ^ 2, 0; 0, ω₁ ^ 2] !₂[1, 0] = ω₀ ^ 2 • !₂[1, 0] ∧
    Matrix.toEuclideanLin !![0, k; k, 0] !₂[1, 0] = k • !₂[0, 1] := by
  have h : ∀ (M : Matrix (Fin 2) (Fin 2) ℝ) (v : Fin 2 → ℝ),
      Matrix.toEuclideanLin M (WithLp.toLp 2 v) = WithLp.toLp 2 (M *ᵥ v) :=
    fun _ _ => rfl
  refine ⟨isSymmetric_toEuclideanLin_iff.mpr (Matrix.IsHermitian.ext fun i j => ?_),
    isSymmetric_toEuclideanLin_iff.mpr (Matrix.IsHermitian.ext fun i j => ?_),
    fun h0 => ?_, ?_, ?_⟩
  · fin_cases i <;> fin_cases j <;> simp
  · fin_cases i <;> fin_cases j <;> simp
  · have h1 := congrArg (fun v : EuclideanSpace ℝ (Fin 2) => v.ofLp 0) h0
    simp at h1
  · rw [h]
    ext i
    fin_cases i <;> simp [Matrix.mulVec, dotProduct, Fin.sum_univ_two]
  · rw [h]
    ext i
    fin_cases i <;> simp [Matrix.mulVec, dotProduct, Fin.sum_univ_two]

end

end RamanWeightSumRules
```

This gives a concrete two-mode model:

$$D_0=\begin{pmatrix}\omega_0^2&0\\0&\omega_1^2\end{pmatrix},\quad V=\begin{pmatrix}0&k\\k&0\end{pmatrix},\quad g=\begin{pmatrix}1\\0\end{pmatrix},\quad d=\begin{pmatrix}0\\1\end{pmatrix}.$$

`Matrix.toEuclideanLin` turns a matrix into a linear operator, and `!₂[1, 0]` is a vector of the Euclidean plane. The five parts say that $D_0$ and $V$ are symmetric, $g\neq0$, $D_0g=\omega_0^2g$ and $Vg=kd$. The part $g\neq0$ is read off from the first entry of $g$; the others are checked entry by entry, with `fin_cases` running through the indices. Since both matrices are symmetric, `exists_normal_modes` supplies the perturbed eigenbasis that the sum rules need.

```lean
#print axioms RamanWeightSumRules.exists_normal_modes
#print axioms RamanWeightSumRules.raman_sum_rules
#print axioms RamanWeightSumRules.single_line_iff
#print axioms RamanWeightSumRules.bright_dark_coupling
```

```
'RamanWeightSumRules.exists_normal_modes' depends on axioms: [propext, Classical.choice, Quot.sound]
'RamanWeightSumRules.raman_sum_rules' depends on axioms: [propext, Classical.choice, Quot.sound]
'RamanWeightSumRules.single_line_iff' depends on axioms: [propext, Classical.choice, Quot.sound]
'RamanWeightSumRules.bright_dark_coupling' depends on axioms: [propext, Classical.choice, Quot.sound]
```
